# Blocking same-spin determinants of one shell by $M_L$ shrinks the largest matrix by at most a polynomial factor

## Planning memory for the largest block

When the Hamiltonian of an open shell conserves the total magnetic quantum number $M_L$, the determinants of its configuration-interaction matrix can be sorted by $M_L$, and each block can then be diagonalised separately. If every block is to be diagonalised, one after the other, the largest one sets the memory needed. A lower bound on its dimension therefore limits what the sorting can save.

Take a single shell of angular momentum $l$, with orbitals $m=-l,\dots,l$, and put $N$ electrons of the same spin into it. A determinant is fixed by its set $s$ of occupied orbitals, and its magnetic quantum number is $M_L(s)=\sum_{m\in s}m$. There are $\binom{2l+1}{N}$ determinants. Write $d_M$ for the number of them with $M_L=M$.

If the Hamiltonian commutes with $L_z$, as it does for an atom with rotational symmetry about the $z$ axis when spin-dependent interactions such as spin–orbit coupling are neglected, it has no elements between different $M_L$. The dimensions of its blocks are then the numbers $d_M$.

## The bounds and their Lean form

For $N\le 2l+1$, the theorem `exists_large_block` gives an integer $M$ with

$$2|M|\le N(2l+1-N),\qquad d_M\ \ge\ \frac{\binom{2l+1}{N}}{N(2l+1-N)+1}.$$

For three same-spin electrons in an f shell, $l=N=3$, there are 35 determinants and the denominator is 13, so some block has at least 3 determinants. Direct counting gives 5 for $M=0$, the largest block.

Two consequences follow. For every $N$, `polynomial_reduction` gives an $M$ with $\binom{2l+1}{N}\le(l^2+l+1)\,d_M$. For $N=l$, `exponential_block` gives an $M$ with $4^l\le(l+1)(l^2+l+1)\,d_M$. So for same-spin electrons in one shell, with $N=l$ and growing $l$, sorting by $M_L$ alone leaves an exponentially growing matrix to diagonalise.

The Lean objects correspond to the physics as follows.

- `determinants l N` is the collection of $N$-element subsets of $\{-l,\dots,l\}$. Occupation sets stand for the determinants; the antisymmetrised wavefunctions are not constructed.
- `ML s` is the sum of the occupied $m$, and `block l N M` collects the determinants with `ML s = M`. Its `card` is $d_M$.
- `Lz l N` is the diagonal complex matrix of the $M_L$ values, in units of $\hbar$. This form is a definition. It expresses that each orbital is an eigenstate of the one-electron $l_z$, so that a determinant has the sum of the eigenvalues.
- In `commute_Lz_iff`, `H` is any complex matrix in this basis. Commutation with `Lz` is a condition on `H`, not derived from a particular Hamiltonian.

The quotient is taken in the rational numbers, without rounding. The condition $N\le 2l+1$ is exactly what the first theorem needs: for any larger $N$ the bound on $2|M|$ is negative, and no $M$ meets it.

The model has one shell and one spin direction. Further sorting, for instance by total orbital angular momentum, is not considered.

## Counting the allowed values of $M_L$

**Blocking.** The elements of the commutator are
$$(HL_z-L_zH)_{st}=\bigl(M_L(t)-M_L(s)\bigr)H_{st}.$$
They all vanish exactly when $H_{st}=0$ whenever $M_L(s)\ne M_L(t)$.

**The range of $M_L$.** Let $n$ different orbitals all have $m\le L$, where $L$ is any integer and does not stand for the total angular momentum. We show by induction that $2M_L\le n(2L+1-n)$. For $n=0$ both sides are zero. For $n+1$ orbitals, let $a$ be the lowest. All of them lie in $\{a,\dots,L\}$, so $n+1\le L-a+1$, which means $a\le L-n$. Removing $a$ leaves $n$ orbitals, and therefore
$$2M_L\le n(2L+1-n)+2(L-n)=(n+1)(2L-n),$$
which is the bound for $n+1$. With $L=l$ and $n=N$ this bounds $M_L$ from above. The reflection $m\to-m$ changes the sign of $M_L$ and gives the lower bound, so $2|M_L|\le N(2l+1-N)$.

Filling $l,l-1,\dots,l-N+1$ attains the upper bound:
$$2\sum_{i=0}^{N-1}(l-i)=2Nl-N(N-1)=N(2l+1-N).$$

**Pigeonhole.** If $N$ is odd, $2l+1-N$ is even, so $N(2l+1-N)=2K$ with an integer $K$ in every case. The allowed values are $-K,\dots,K$, which are $2K+1=N(2l+1-N)+1$ integers. The $d_M$ over these values add up to $\binom{2l+1}{N}$, so at least one is no smaller than the average. This is the first bound.

**The polynomial factor.** We have
$$l(l+1)-N(2l+1-N)=(N-l)(N-l-1)\ge0,$$
because no integer lies strictly between $l$ and $l+1$. The denominator is thus at most $l^2+l+1$. For $N>2l+1$ there are no determinants and the inequality reads $0\le0$.

**Exponential growth.** The lower half of the binomial row sums to $\sum_{i=0}^{l}\binom{2l+1}{i}=4^l$. None of its $l+1$ terms exceeds $\binom{2l+1}{l}$, so $4^l\le(l+1)\binom{2l+1}{l}$. Inserting the polynomial bound for $N=l$ gives the last result.

## The Lean file

```lean
import Mathlib

open Finset

namespace DeterminantBlocking

noncomputable section

/-- The same-spin determinants of `N` electrons in a shell of angular momentum `l`:
the `N`-element sets of orbitals `m` with `-l ≤ m ≤ l`. -/
def determinants (l N : ℕ) : Finset (Finset ℤ) :=
  (Finset.Icc (-(l : ℤ)) l).powersetCard N

/-- The total magnetic quantum number of a determinant, the sum of its occupied `m`. -/
def ML (s : Finset ℤ) : ℤ := ∑ m ∈ s, m

/-- The symmetry block of all determinants with total magnetic quantum number `M`. -/
def block (l N : ℕ) (M : ℤ) : Finset (Finset ℤ) :=
  (determinants l N).filter (fun s => ML s = M)

/-- The matrix of the total `Lz`, in units of `ℏ`, in the basis of determinants. -/
def Lz (l N : ℕ) : Matrix (determinants l N) (determinants l N) ℂ :=
  Matrix.diagonal (fun s => ((ML s.1 : ℤ) : ℂ))

/-- A matrix in the basis of determinants commutes with `Lz` exactly when all its elements
between determinants of different `ML` vanish. -/
theorem commute_Lz_iff (l N : ℕ) (H : Matrix (determinants l N) (determinants l N) ℂ) :
    H * Lz l N = Lz l N * H ↔ ∀ s t, ML s.1 ≠ ML t.1 → H s t = 0 := by
  constructor
  · intro h s t hst
    have e := congrFun (congrFun h s) t
    rw [Lz, Matrix.mul_diagonal, Matrix.diagonal_mul] at e
    have hne : ((ML s.1 : ℤ) : ℂ) - ((ML t.1 : ℤ) : ℂ) ≠ 0 :=
      sub_ne_zero.mpr (by exact_mod_cast hst)
    -- the commutator element is the difference of ML values times H s t
    have hz : (((ML s.1 : ℤ) : ℂ) - ((ML t.1 : ℤ) : ℂ)) * H s t = 0 := by
      linear_combination -e
    exact (mul_eq_zero.mp hz).resolve_left hne
  · intro h
    ext s t
    rw [Lz, Matrix.mul_diagonal, Matrix.diagonal_mul]
    by_cases hst : ML s.1 = ML t.1
    · rw [hst, mul_comm]
    · rw [h s t hst]
      simp

/-- The unblocked matrix dimension is the binomial coefficient `C(2l+1, N)`. -/
theorem card_determinants (l N : ℕ) :
    (determinants l N).card = (2 * l + 1).choose N := by
  have h : ((l : ℤ) + 1 - -(l : ℤ)).toNat = 2 * l + 1 := by omega
  rw [determinants, Finset.card_powersetCard, Int.card_Icc, h]

/-- If `n` different orbitals all have `m ≤ L`, then twice their total `ML` is at most
`n (2L + 1 - n)`. -/
theorem two_mul_ML_le (L : ℤ) (n : ℕ) : ∀ s : Finset ℤ, s.card = n →
    (∀ m ∈ s, m ≤ L) → 2 * ML s ≤ n * (2 * L + 1 - n) := by
  induction n with
  | zero =>
    intro s hs _
    rw [Finset.card_eq_zero] at hs
    simp [hs, ML]
  | succ n ih =>
    intro s hs hL
    have hne : s.Nonempty := Finset.card_pos.mp (by omega)
    have ha := s.min'_mem hne
    -- the lowest occupied orbital lies at least n steps below L
    have hsub : s ⊆ Finset.Icc (s.min' hne) L := fun m hm =>
      Finset.mem_Icc.mpr ⟨s.min'_le m hm, hL m hm⟩
    have hcard := Finset.card_le_card hsub
    rw [Int.card_Icc, hs] at hcard
    have hmin : s.min' hne ≤ L - n := by omega
    -- remove it and use the bound for n orbitals
    have hrec := ih (s.erase (s.min' hne))
      (by rw [Finset.card_erase_of_mem ha, hs]; rfl)
      (fun m hm => hL m (Finset.mem_of_mem_erase hm))
    have hsum : ML (s.erase (s.min' hne)) + s.min' hne = ML s :=
      Finset.sum_erase_add s (fun m => m) ha
    push_cast
    nlinarith

/-- Every determinant of `N` same-spin electrons satisfies `2 |ML| ≤ N (2l + 1 - N)`. -/
theorem two_mul_abs_ML_le {l N : ℕ} {s : Finset ℤ} (hs : s ∈ determinants l N) :
    2 * |ML s| ≤ (N : ℤ) * (2 * l + 1 - N) := by
  obtain ⟨hsub, hcard⟩ := Finset.mem_powersetCard.mp hs
  have hup := two_mul_ML_le l N s hcard (fun m hm => (Finset.mem_Icc.mp (hsub hm)).2)
  -- the lower bound follows by the reflection m → -m
  have hdown := two_mul_ML_le l N (s.image (fun m => -m))
    (by rw [Finset.card_image_of_injective _ neg_injective, hcard])
    (by
      intro m hm
      obtain ⟨k, hk, rfl⟩ := Finset.mem_image.mp hm
      have hk' := (Finset.mem_Icc.mp (hsub hk)).1
      show -k ≤ (l : ℤ)
      linarith)
  have hneg : ML (s.image (fun m => -m)) = -ML s := by
    have himg : ∑ m ∈ s.image (fun m : ℤ => -m), m = ∑ m ∈ s, -m :=
      Finset.sum_image neg_injective.injOn
    unfold ML
    rw [himg, Finset.sum_neg_distrib]
  rw [hneg] at hdown
  rcases abs_cases (ML s) with h | h <;> rw [h.1] <;> linarith

/-- For `N ≤ 2l + 1`, filling the orbitals `l, l - 1, ..., l - N + 1` gives a determinant
with `2 ML = N (2l + 1 - N)`. -/
theorem stretched_determinant (l N : ℕ) (hN : N ≤ 2 * l + 1) :
    (Finset.range N).image (fun i : ℕ => (l : ℤ) - i) ∈ determinants l N ∧
      2 * ML ((Finset.range N).image (fun i : ℕ => (l : ℤ) - i))
        = (N : ℤ) * (2 * l + 1 - N) := by
  have hinj : Function.Injective (fun i : ℕ => (l : ℤ) - i) := fun i j h => by
    simpa using h
  constructor
  · refine Finset.mem_powersetCard.mpr ⟨fun m hm => ?_, ?_⟩
    · obtain ⟨i, hi, rfl⟩ := Finset.mem_image.mp hm
      have hi' := Finset.mem_range.mp hi
      simp only [Finset.mem_Icc]
      omega
    · rw [Finset.card_image_of_injective _ hinj, Finset.card_range]
  · rw [ML, Finset.sum_image hinj.injOn]
    clear hN
    induction N with
    | zero => simp
    | succ n ih =>
      rw [Finset.sum_range_succ, mul_add, ih]
      push_cast
      ring

/-- For `N ≤ 2l + 1` same-spin electrons, some `M` with `2 |M| ≤ N (2l + 1 - N)` has a block
of at least `C(2l+1, N) / (N (2l + 1 - N) + 1)` determinants. -/
theorem exists_large_block (l N : ℕ) (hN : N ≤ 2 * l + 1) :
    ∃ M : ℤ, 2 * |M| ≤ (N : ℤ) * (2 * l + 1 - N) ∧
      ((2 * l + 1).choose N : ℚ) / ((N : ℚ) * (2 * l + 1 - N) + 1)
        ≤ ((block l N M).card : ℚ) := by
  -- N (2l + 1 - N) is an even number 2K, so ML runs over -K, ..., K
  obtain ⟨K, hK⟩ : ∃ K : ℤ, (N : ℤ) * (2 * l + 1 - N) = 2 * K := by
    rcases Int.even_or_odd' (N : ℤ) with ⟨k, hk | hk⟩
    · exact ⟨k * (2 * l + 1 - 2 * k), by rw [hk]; ring⟩
    · exact ⟨(2 * k + 1) * (l - k), by rw [hk]; ring⟩
  have hN' : (N : ℤ) ≤ 2 * l + 1 := by exact_mod_cast hN
  have hpos : 0 ≤ (N : ℤ) * (2 * l + 1 - N) :=
    mul_nonneg (Int.natCast_nonneg N) (by linarith)
  have hK0 : 0 ≤ K := by linarith
  have hc : ((Finset.Icc (-K) K).card : ℤ) = (N : ℤ) * (2 * l + 1 - N) + 1 := by
    rw [Int.card_Icc, Int.toNat_of_nonneg (by linarith), hK]
    ring
  have hc' : ((Finset.Icc (-K) K).card : ℚ) = (N : ℚ) * (2 * l + 1 - N) + 1 := by
    have h := congrArg (fun z : ℤ => (z : ℚ)) hc
    push_cast at h
    exact h
  have hne : (Finset.Icc (-K) K).Nonempty :=
    ⟨0, Finset.mem_Icc.mpr ⟨by linarith, hK0⟩⟩
  have hd : ((Finset.Icc (-K) K).card : ℚ) ≠ 0 := by
    exact_mod_cast (Finset.card_pos.mpr hne).ne'
  have hmaps : ∀ s ∈ determinants l N, ML s ∈ Finset.Icc (-K) K := by
    intro s hs
    have h := two_mul_abs_ML_le hs
    exact Finset.mem_Icc.mpr (abs_le.mp (by linarith))
  rw [← hc']
  -- pigeonhole over the allowed values of ML
  obtain ⟨M, hM, hb⟩ := Finset.exists_le_card_fiber_of_nsmul_le_card_of_maps_to
    (b := ((2 * l + 1).choose N : ℚ) / ((Finset.Icc (-K) K).card : ℚ)) hmaps hne
    (by
      rw [nsmul_eq_mul, card_determinants]
      exact le_of_eq (by field_simp))
  have hM' : |M| ≤ K := abs_le.mpr (Finset.mem_Icc.mp hM)
  exact ⟨M, by linarith, hb⟩

/-- The unblocked dimension is at most `l² + l + 1` times the dimension of some `ML` block. -/
theorem polynomial_reduction (l N : ℕ) :
    ∃ M : ℤ, (2 * l + 1).choose N ≤ (l ^ 2 + l + 1) * (block l N M).card := by
  rcases Nat.lt_or_ge (2 * l + 1) N with hN | hN
  · exact ⟨0, by rw [Nat.choose_eq_zero_of_lt hN]; exact Nat.zero_le _⟩
  obtain ⟨M, -, hM⟩ := exists_large_block l N hN
  refine ⟨M, ?_⟩
  have hNq : (N : ℚ) ≤ 2 * l + 1 := by exact_mod_cast hN
  have hD : 0 < (N : ℚ) * (2 * l + 1 - N) + 1 := by
    have h := mul_nonneg (Nat.cast_nonneg (α := ℚ) N) (sub_nonneg.mpr hNq)
    linarith
  -- no integer lies strictly between l and l + 1
  have hz : 0 ≤ ((N : ℤ) - l) * ((N : ℤ) - l - 1) := by
    rcases le_or_gt (N : ℤ) l with h | h
    · exact mul_nonneg_iff.mpr (Or.inr ⟨by omega, by omega⟩)
    · exact mul_nonneg (by omega) (by omega)
  have hq : (0 : ℚ) ≤ ((N : ℚ) - l) * ((N : ℚ) - l - 1) := by exact_mod_cast hz
  have hDl : (N : ℚ) * (2 * l + 1 - N) + 1 ≤ (l : ℚ) ^ 2 + l + 1 := by linarith
  rw [div_le_iff₀ hD] at hM
  have hfin : ((2 * l + 1).choose N : ℚ)
      ≤ ((l : ℚ) ^ 2 + l + 1) * ((block l N M).card : ℚ) := by
    have h := mul_le_mul_of_nonneg_left hDl (Nat.cast_nonneg (α := ℚ) (block l N M).card)
    linarith
  exact_mod_cast hfin

/-- For `l` same-spin electrons in the shell of angular momentum `l`, some `ML` block has
dimension at least `4^l` divided by `(l + 1)(l² + l + 1)`. -/
theorem exponential_block (l : ℕ) :
    ∃ M : ℤ, 4 ^ l ≤ (l + 1) * ((l ^ 2 + l + 1) * (block l l M).card) := by
  obtain ⟨M, hM⟩ := polynomial_reduction l l
  refine ⟨M, le_trans ?_ (Nat.mul_le_mul_left (l + 1) hM)⟩
  -- half of the binomial row sums to 4^l, and no term exceeds the middle one
  rw [← Nat.sum_range_choose_halfway l]
  calc ∑ i ∈ Finset.range (l + 1), (2 * l + 1).choose i
      ≤ ∑ _i ∈ Finset.range (l + 1), (2 * l + 1).choose l := by
        refine Finset.sum_le_sum (fun i _ => ?_)
        have h := Nat.choose_le_middle i (2 * l + 1)
        rwa [show (2 * l + 1) / 2 = l by omega] at h
    _ = (l + 1) * (2 * l + 1).choose l := by
        rw [Finset.sum_const, Finset.card_range, smul_eq_mul]

end

end DeterminantBlocking
```

```lean
#print axioms DeterminantBlocking.commute_Lz_iff
#print axioms DeterminantBlocking.stretched_determinant
#print axioms DeterminantBlocking.exists_large_block
#print axioms DeterminantBlocking.exponential_block
```

```
'DeterminantBlocking.commute_Lz_iff' depends on axioms: [propext, Classical.choice, Quot.sound]
'DeterminantBlocking.stretched_determinant' depends on axioms: [propext, Classical.choice, Quot.sound]
'DeterminantBlocking.exists_large_block' depends on axioms: [propext, Classical.choice, Quot.sound]
'DeterminantBlocking.exponential_block' depends on axioms: [propext, Classical.choice, Quot.sound]
```

## From matrix elements to the range of $M_L$

In `commute_Lz_iff`, the matrix equation is evaluated at `s` and `t`, and `linear_combination -e` turns it into the product of the $M_L$ difference and `H s t`. Since the difference is nonzero, the element vanishes. For the converse, elements with equal $M_L$ commute as numbers, and the others are zero by assumption.

`card_determinants` counts the subsets. `two_mul_ML_le` is the induction above: `s.min' hne` is the lowest orbital $a$, the inclusion `hsub` with its cardinality yields `hmin`, and `hrec` is the bound after $a$ has been erased. The final `nlinarith` combines these with `hsum`, which splits the total into $a$ and the rest.

`two_mul_abs_ML_le` applies this lemma twice, to `s` and to its image under $m\to-m$, and `hneg` records the change of sign. `stretched_determinant` first checks that the filled orbitals form a determinant, then evaluates their sum by induction on `N`. It shows that the range is sharp; the later theorems do not use it.

## From the range to the block dimensions

In `exists_large_block`, the distinction between even and odd `N` produces `K`. The steps `hc` and `hc'` count the integers from `-K` to `K`, first as an integer and then as a rational number, and `hmaps` places every `ML s` among them. Mathlib's pigeonhole lemma is then applied with the average block size as its threshold `b`. The set it returns, the determinants with a given $M_L$, is `block l N M`.

`polynomial_reduction` treats $N>2l+1$ first. Otherwise it takes the block just found, proves the product inequality `hz` by comparing `N` with `l`, and uses `div_le_iff₀` to clear the positive denominator. The result is cast back from rational to natural numbers.

`exponential_block` starts from this result at `N = l`. It rewrites $4^l$ by `Nat.sum_range_choose_halfway`, and the `calc` block bounds each term by the middle coefficient through `Nat.choose_le_middle`.
